# For z > 0, the normalised mean of 1/r in the orbital exp(−zr) is z

An electron in the spherically symmetric trial orbital exp(−zr), with z > 0, has mean inverse distance z from the origin. The orbital is not normalised, so `meanInvRadius` divides the integral of its square times 1/r by the integral of its square, both over r > 0 with weight r²; the angular factor 4π is left out of both and would cancel. The proof of `meanInvRadius_orbital` cancels one power of r against 1/r and evaluates the numerator by `radial_moment` as 1/(2z)². With the squared norm 1/(4z³) from `radialNorm_orbital`, only an algebraic identity in z is left to check.

The failing Lean file:

```lean
import Mathlib

open Set MeasureTheory

namespace MeanInvRadiusOrbital

noncomputable section

/-- The exponential trial function `exp (-z r)` with exponent `z`. -/
def orbital (z r : ℝ) : ℝ := Real.exp (-(z * r))

/-- The squared norm of a real radial function that is square-integrable with weight `r ^ 2`,
without the factor `4π`. -/
def radialNorm (ψ : ℝ → ℝ) : ℝ := ∫ r in Ioi (0 : ℝ), ψ r ^ 2 * r ^ 2

/-- The normalised mean value of `1 / r`, for radial functions with finite nonzero norm
for which the integral over `r > 0` converges. -/
def meanInvRadius (ψ : ℝ → ℝ) : ℝ :=
  (∫ r in Ioi (0 : ℝ), ψ r ^ 2 * (1 / r) * r ^ 2) / radialNorm ψ

/-- For `a > 0` the integral of `r ^ n * exp (-a r)` over `r > 0` is `n! / a ^ (n + 1)`. -/
theorem radial_moment (n : ℕ) {a : ℝ} (ha : 0 < a) :
    ∫ r in Ioi (0 : ℝ), r ^ n * Real.exp (-(a * r)) = (Nat.factorial n : ℝ) / a ^ (n + 1) := by
  -- the Gamma integral at the integer argument n + 1
  have h := Real.integral_rpow_mul_exp_neg_mul_Ioi (a := (n : ℝ) + 1) (r := a)
    (by positivity) ha
  have hp : (1 / a) ^ ((n : ℝ) + 1) = (1 / a) ^ (n + 1) := by
    exact_mod_cast Real.rpow_natCast (1 / a) (n + 1)
  rw [Real.Gamma_nat_eq_factorial, hp] at h
  simp only [add_sub_cancel_right, Real.rpow_natCast] at h
  rw [h, one_div, inv_pow, div_eq_mul_inv, mul_comm]

/-- The square of the trial function is an exponential with twice the exponent. -/
theorem orbital_sq (z r : ℝ) : orbital z r ^ 2 = Real.exp (-(2 * z * r)) := by
  unfold orbital
  rw [sq, ← Real.exp_add]
  congr 1
  ring

/-- For `z > 0` the squared norm of the trial function is `1 / (4 z ^ 3)`. -/
theorem radialNorm_orbital {z : ℝ} (hz : 0 < z) :
    radialNorm (orbital z) = 1 / (4 * z ^ 3) := by
  have h : radialNorm (orbital z)
      = ∫ r in Ioi (0 : ℝ), r ^ 2 * Real.exp (-(2 * z * r)) := by
    unfold radialNorm
    refine setIntegral_congr_fun measurableSet_Ioi fun r _ => ?_
    simp only [orbital_sq]
    ring
  have f : (Nat.factorial 2 : ℝ) = 2 := by norm_num [Nat.factorial]
  rw [h, radial_moment 2 (by positivity), f, div_eq_div_iff (by positivity) (by positivity)]
  ring

/-- For `z > 0` the normalised mean of `1 / r` in the trial function is `z`. -/
theorem meanInvRadius_orbital {z : ℝ} (hz : 0 < z) : meanInvRadius (orbital z) = z := by
  -- one power of r in the weight cancels against 1 / r
  have h : ∫ r in Ioi (0 : ℝ), orbital z r ^ 2 * (1 / r) * r ^ 2
      = ∫ r in Ioi (0 : ℝ), r ^ 1 * Real.exp (-(2 * z * r)) := by
    refine setIntegral_congr_fun measurableSet_Ioi fun r hr => ?_
    have hr0 : r ≠ 0 := (mem_Ioi.mp hr).ne'
    have hc : 1 / r * r ^ 2 = r := by field_simp
    simp only [orbital_sq]
    rw [mul_assoc, hc]
    ring
  have f : (Nat.factorial 1 : ℝ) = 1 := by norm_num [Nat.factorial]
  have hN : (1 / (4 * z ^ 3) : ℝ) ≠ 0 := by positivity
  rw [meanInvRadius, h, radial_moment 1 (by positivity), f, radialNorm_orbital hz,
    div_eq_iff hN]
  field_simp
  norm_num

end

end MeanInvRadiusOrbital
```

The error:

```
Main.lean:54:86: error: unsolved goals
z : ℝ
hz : 0 < z
h : ∫ (r : ℝ) in Ioi 0, orbital z r ^ 2 * (1 / r) * r ^ 2 = ∫ (r : ℝ) in Ioi 0, r ^ 1 * Real.exp (-(2 * z * r))
f : ↑(Nat.factorial 1) = 1
hN : 1 / (4 * z ^ 3) ≠ 0
⊢ z ^ 2 * 4 = (2 * z) ^ 2
```

After these edits no error is left:

```diff
@@ -67,5 +67,5 @@
     div_eq_iff hN]
   field_simp
-  norm_num
+  ring
 
 end
```

What went wrong. The message "unsolved goals" means that the tactics ran to the end of the proof but left something unproved, here `z ^ 2 * 4 = (2 * z) ^ 2`. The equation is true, and the integrals have already been dealt with.

The last tactic, `norm_num`, evaluates numerical expressions and simplifies with Lean's standard simplification rules. Those rules don't expand the power of a product, so `(2 * z) ^ 2` stays as it is and the two sides never take the same form. Since `norm_num` had simplified the goal without closing it, it raised no error of its own, and Lean reported the goal left over at the end of the proof.

The repair replaces `norm_num` with `ring`, which proves identities that follow from the laws of commutative rings. It expands the square, reorders the factors and finds 4z² on both sides, which closes the goal.
